# In the uniform electron gas, Slater's averaged exchange potential is 3/2 times the Kohn–Sham exchange potential

The Kohn–Sham exchange potential is taken here to be the derivative of the exchange energy density with respect to the electron density \(n\). It could also be read off from the Hartree–Fock exchange potential of an electron at the Fermi surface, but that agreement is then a result to be proved, and it is proved below. The gas is uniform and unpolarised, with \(n>0\), its orbitals are plane waves filling a Fermi sphere, and atomic units are used.

A Kohn–Sham local-density calculation that takes its exchange energy from this unpolarised uniform gas has, at each point, an exchange potential one third weaker than Slater's average for a uniform gas of the local density.

```lean
import Mathlib

open Real Filter Topology Set

namespace SlaterKohnShamExchange

noncomputable section
```

## The exchange potential of a plane wave

Let \(k_F\) be the Fermi wavevector, \(k\) the wavenumber of an occupied orbital and \(x=k/k_F\). The dependence of exchange on wavenumber is carried by
\[
F(x)=\frac12+\frac{1-x^2}{4x}\ln\frac{1+x}{1-x},\qquad 0<x<1 .
\]

```lean
/-- The Hartree-Fock exchange function `F(x)` of the uniform electron gas for `0 < x < 1`, with `x =
k / kF`. -/
def hfF (x : ℝ) : ℝ :=
  1 / 2 + (1 - x ^ 2) / (4 * x) * Real.log ((1 + x) / (1 - x))
```

The logarithm diverges at \(x=1\), although its product with \(1-x^2\) does not. To make this visible, set
\[
L(x)=(1-x^2)\bigl[\ln(1+x)-\ln(1-x)\bigr]
=(1-x)\,(1+x)\ln(1+x)-(1+x)\,(1-x)\ln(1-x),
\]
where each logarithm is multiplied by its own argument.

```lean
/-- The logarithmic part `(1 - x²) (ln (1 + x) - ln (1 - x))` of the exchange function,
arranged in terms of `t ln t`. -/
def logPart (x : ℝ) : ℝ :=
  (1 - x) * ((1 + x) * Real.log (1 + x)) - (1 + x) * ((1 - x) * Real.log (1 - x))
```

The orbital exchange potential is
\[
V(k)=-\frac{2k_F}{\pi}\,F(k/k_F).
\]
This is the Fock exchange of one plane wave with all occupied plane waves of the same spin under the Coulomb interaction. The formula is a starting point here; the exchange integral behind it is not evaluated in Lean. At \(k=0\) the physical value of \(F\) is the limit \(1\), whereas Lean's division by zero gives \(\frac12\); this single point does not affect the integrals below.

```lean
/-- The exchange potential felt by the plane-wave orbital of wavenumber `k` in a gas with Fermi
wavevector `kF`, in atomic units, for `0 < k < kF`. -/
def orbitalExchange (kF k : ℝ) : ℝ := -(2 * kF / π) * hfF (k / kF)
```

## Slater's average and the energy density

Slater's potential weights each orbital's exchange potential by that orbital's density. Plane waves all have the same constant density, so the weighting becomes a plain average over the Fermi sphere. The angular factor \(4\pi\) cancels:
\[
V_S(k_F)=\frac{\int_0^{k_F}k^2\,V(k)\,dk}{\int_0^{k_F}k^2\,dk}.
\]

```lean
/-- Slater's potential: the orbital exchange potential averaged over the Fermi sphere. -/
def slaterPotential (kF : ℝ) : ℝ :=
  (∫ k in (0 : ℝ)..kF, k ^ 2 * orbitalExchange kF k) / ∫ k in (0 : ℝ)..kF, k ^ 2
```

With two spin states per wavevector, the density is \(n=2\cdot\frac{4\pi}{3}k_F^3/(2\pi)^3=k_F^3/(3\pi^2)\), hence
\[
k_F(n)=(3\pi^2n)^{1/3}.
\]

```lean
/-- The Fermi wavevector of the unpolarised gas of density `n`. -/
def fermiWavevector (n : ℝ) : ℝ := (3 * π ^ 2 * n) ^ (1 / 3 : ℝ)
```

The exchange energy per volume is
\[
e_x(n)=n\cdot\tfrac12\,V_S(k_F(n)).
\]
The factor \(\tfrac12\) is part of the definition, and it stands for the fact that the exchange energy of a pair appears in the potentials of both its electrons.

```lean
/-- The exchange energy per volume: each electron carries half of the averaged exchange
potential, since every pair is shared by two electrons. -/
def exchangeEnergyDensity (n : ℝ) : ℝ := n * (slaterPotential (fermiWavevector n) / 2)
```

## Continuity up to the Fermi surface

Since \(t\ln t\to0\) as \(t\to0^+\), the function \(t\ln t\) becomes continuous at \(t=0\) when it is given the value \(0\) there. \(L\) is built from it by putting \(1+x\) and \(1-x\) in place of \(t\), multiplying by polynomials and taking a difference, so \(L\) is continuous too, with \(L(1)=0\).

```lean
/-- The logarithmic part of the exchange function is continuous. -/
theorem continuous_logPart : Continuous logPart := by
  have h1 : Continuous fun x : ℝ => (1 + x) * Real.log (1 + x) :=
    Real.continuous_mul_log.comp (by fun_prop : Continuous fun x : ℝ => 1 + x)
  have h2 : Continuous fun x : ℝ => (1 - x) * Real.log (1 - x) :=
    Real.continuous_mul_log.comp (by fun_prop : Continuous fun x : ℝ => 1 - x)
  have h3 : Continuous fun x : ℝ => 1 - x := by fun_prop
  have h4 : Continuous fun x : ℝ => 1 + x := by fun_prop
  exact (h3.mul h1).sub (h4.mul h2)
```

The proof turns on the Mathlib lemma `Real.continuous_mul_log`, which states that `t * Real.log t` is continuous in \(t\) on the whole real line; in Lean `Real.log t` means \(\ln|t|\) for \(t\neq0\), and `Real.log 0` is \(0\). A continuity argument for `Real.log` alone would stop short of \(t=0\), which is exactly where \(t=1-x\) arrives at the Fermi surface. The lemma applies to a product of the form `x * Real.log x`, and this is why `logPart` is written with \((1-x)\ln(1-x)\) grouped together. Composing the lemma with \(1+x\) and with \(1-x\) supplies the two nontrivial factors. The resulting continuity of \(L\) is used three times: for the integrability of the weighted exchange function, for the antiderivative at the endpoint \(x=1\), and for the limit of the orbital potential.

For \(0<x<1\) the logarithm of the quotient splits, and
\[
F(x)=\frac12+\frac{L(x)}{4x}.
\]

```lean
/-- Inside the Fermi sphere the exchange function is `1/2` plus its logarithmic part
divided by `4x`. -/
theorem hfF_eq {x : ℝ} (h0 : 0 < x) (h1 : x < 1) :
    hfF x = 1 / 2 + logPart x / (4 * x) := by
  have hp : 0 < 1 + x := by linarith
  have hm : 0 < 1 - x := by linarith
  unfold hfF logPart
  rw [Real.log_div hp.ne' hm.ne']
  ring
```

Multiplication by \(3x^2\) removes the denominator:
\[
3x^2F(x)=\tfrac32x^2+\tfrac34\,x\,L(x),\qquad 0\le x\le1 .
\]
At the two endpoints, where the formula for \(F\) divides by zero, the factors \(x^2\) and \(1-x^2\) vanish and make the identity hold in Lean as well.

```lean
/-- On the closed unit interval the weighted exchange function `3x²F(x)` has a form without
denominators. -/
theorem weighted_eq {x : ℝ} (hx : x ∈ Icc (0 : ℝ) 1) :
    3 * x ^ 2 * hfF x = 3 / 2 * x ^ 2 + 3 / 4 * x * logPart x := by
  rcases eq_or_lt_of_le hx.1 with h | h
  · rw [← h]; simp
  rcases eq_or_lt_of_le hx.2 with h1 | h1
  · rw [h1]; norm_num [hfF, logPart]
  · rw [hfF_eq h h1]
    have hx0 : x ≠ 0 := h.ne'
    field_simp
```

The right-hand side is continuous, so the left-hand side is integrable over \([0,1]\).

```lean
/-- The weighted exchange function `3x²F(x)` is integrable over the unit interval. -/
theorem weighted_integrable :
    IntervalIntegrable (fun x => 3 * x ^ 2 * hfF x) MeasureTheory.volume 0 1 := by
  have hc : Continuous fun x : ℝ => 3 / 2 * x ^ 2 + 3 / 4 * x * logPart x :=
    (by fun_prop : Continuous fun x : ℝ => 3 / 2 * x ^ 2).add
      ((by fun_prop : Continuous fun x : ℝ => 3 / 4 * x).mul continuous_logPart)
  apply ContinuousOn.intervalIntegrable
  rw [uIcc_of_le zero_le_one]
  exact hc.continuousOn.congr fun x hx => weighted_eq hx
```

## The average of F is 3/4

An antiderivative of the weighted function is
\[
G(x)=\tfrac38x^3+\tfrac38x-\tfrac3{16}(1-x^2)L(x).
\]
To check it, note first that \((1-x^2)\left[\frac1{1+x}+\frac1{1-x}\right]=2\), so
\[
L'(x)=2-2x\bigl[\ln(1+x)-\ln(1-x)\bigr],\qquad (1-x^2)L'(x)=2(1-x^2)-2x\,L(x).
\]
Then
\[
G'(x)=\tfrac98x^2+\tfrac38+\tfrac38xL(x)-\tfrac38(1-x^2)+\tfrac38xL(x)
=\tfrac32x^2+\tfrac34xL(x).
\]
Because \(L(0)=L(1)=0\),
\[
\int_0^1 3x^2F(x)\,dx=G(1)-G(0)=\tfrac34 .
\]

```lean
/-- The average of the exchange function over the Fermi sphere is `3/4`. -/
theorem integral_weighted : ∫ x in (0 : ℝ)..1, 3 * x ^ 2 * hfF x = 3 / 4 := by
  have hcont : Continuous fun x : ℝ =>
      3 / 8 * x ^ 3 + 3 / 8 * x - 3 / 16 * ((1 - x ^ 2) * logPart x) :=
    (by fun_prop : Continuous fun x : ℝ => 3 / 8 * x ^ 3 + 3 / 8 * x).sub
      (continuous_const.mul
        ((by fun_prop : Continuous fun x : ℝ => 1 - x ^ 2).mul continuous_logPart))
  -- the function above is an antiderivative in the open interval
  have hderiv : ∀ x ∈ Ioo (0 : ℝ) 1, HasDerivAt (fun x : ℝ =>
      3 / 8 * x ^ 3 + 3 / 8 * x - 3 / 16 * ((1 - x ^ 2) * logPart x))
      (3 * x ^ 2 * hfF x) x := by
    intro x hx
    have hp : 1 + x ≠ 0 := by linarith [hx.1]
    have hm : 1 - x ≠ 0 := (sub_pos.2 hx.2).ne'
    have h1 : HasDerivAt (fun y : ℝ => Real.log (1 + y)) (1 / (1 + x)) x :=
      ((hasDerivAt_id' x).const_add 1).log hp
    have h2 : HasDerivAt (fun y : ℝ => Real.log (1 - y)) (-1 / (1 - x)) x :=
      ((hasDerivAt_id' x).const_sub 1).log hm
    have h3 : HasDerivAt (fun y : ℝ => 1 - y ^ 2) (-(2 * x)) x := by
      simpa using (hasDerivAt_pow 2 x).const_sub 1
    have h4 : HasDerivAt (fun y : ℝ => y ^ 3) (3 * x ^ 2) x := by
      simpa using hasDerivAt_pow 3 x
    have key : (1 - x ^ 2) * (1 / (1 + x) - -1 / (1 - x)) = 2 := by
      field_simp
      ring
    have hL : HasDerivAt logPart
        (2 - 2 * x * (Real.log (1 + x) - Real.log (1 - x))) x := by
      have e : logPart = fun y => (1 - y ^ 2) * (Real.log (1 + y) - Real.log (1 - y)) := by
        funext y; unfold logPart; ring
      rw [e]
      refine (h3.fun_mul (h1.fun_sub h2)).congr_deriv ?_
      linear_combination key
    rw [weighted_eq ⟨hx.1.le, hx.2.le⟩]
    refine (((h4.const_mul (3 / 8)).fun_add ((hasDerivAt_id' x).const_mul (3 / 8))).fun_sub
      ((h3.fun_mul hL).const_mul (3 / 16))).congr_deriv ?_
    unfold logPart
    ring
  rw [intervalIntegral.integral_eq_sub_of_hasDerivAt_of_le zero_le_one
    hcont.continuousOn hderiv weighted_integrable]
  norm_num [logPart]
```

In the code, `key` is the identity with value 2, `hL` is the formula for \(L'\), and `hderiv` is \(G'=3x^2F\). The derivative is computed only for \(0<x<1\), where both logarithms are differentiable. The version of the fundamental theorem of calculus used at the end asks for no more than this, together with continuity of \(G\) on the closed interval and integrability of \(G'\).

## Slater's potential

Substituting \(k=k_Fx\) gives
\[
\int_0^{k_F}3\Bigl(\frac{k}{k_F}\Bigr)^2F\Bigl(\frac{k}{k_F}\Bigr)dk=\frac34k_F .
\]
The numerator of Slater's average is therefore \(-\frac{2k_F^3}{3\pi}\cdot\frac34k_F=-\frac{k_F^4}{2\pi}\), and the denominator is \(k_F^3/3\). Their quotient is
\[
V_S(k_F)=-\frac{3k_F}{2\pi}.
\]

```lean
/-- Slater's averaged exchange potential is `-3 kF / (2π)`. -/
theorem slaterPotential_eq {kF : ℝ} (hk : 0 < kF) :
    slaterPotential kF = -(3 * kF / (2 * π)) := by
  have hk0 : kF ≠ 0 := hk.ne'
  have hpi : π ≠ 0 := Real.pi_ne_zero
  -- rescale to the dimensionless wavenumber `x = k / kF`
  have hs : (∫ k in (0 : ℝ)..kF, 3 * (k / kF) ^ 2 * hfF (k / kF)) = kF * (3 / 4) := by
    have h := intervalIntegral.integral_comp_div (a := 0) (b := kF)
      (fun x : ℝ => 3 * x ^ 2 * hfF x) hk0
    rw [zero_div, div_self hk0, integral_weighted, smul_eq_mul] at h
    exact h
  have hnum : (∫ k in (0 : ℝ)..kF, k ^ 2 * orbitalExchange kF k)
      = -(2 * kF ^ 3 / (3 * π)) * (kF * (3 / 4)) := by
    rw [← hs, ← intervalIntegral.integral_const_mul]
    refine intervalIntegral.integral_congr fun k _ => ?_
    simp only [orbitalExchange]
    generalize hfF (k / kF) = w
    field_simp
  have hden : (∫ k in (0 : ℝ)..kF, k ^ 2) = kF ^ 3 / 3 := by
    rw [integral_pow]; norm_num
  unfold slaterPotential
  rw [hnum, hden]
  field_simp
  ring
```

The three intermediate results `hs`, `hnum` and `hden` are the rescaled integral, the numerator and the denominator.

## The Kohn–Sham potential as a derivative

Inserting \(V_S\) into the energy density gives
\[
e_x(n)=-\frac{3}{4\pi}\,n\,k_F(n).
\]
From \(k_F\propto n^{1/3}\) follows \(k_F'(n)=k_F/(3n)\), and so
\[
e_x'(n)=-\frac3{4\pi}\Bigl(k_F+\frac{k_F}{3}\Bigr)=-\frac{k_F}{\pi}.
\]

```lean
/-- The Kohn-Sham exchange potential, the derivative of the exchange energy density with
respect to the density, is `-kF / π`. -/
theorem hasDerivAt_exchangeEnergyDensity {n : ℝ} (hn : 0 < n) :
    HasDerivAt exchangeEnergyDensity (-(fermiWavevector n / π)) n := by
  have hpi : π ≠ 0 := Real.pi_ne_zero
  have hn0 : n ≠ 0 := hn.ne'
  have hpos : 0 < 3 * π ^ 2 * n := by positivity
  have hk : HasDerivAt fermiWavevector (fermiWavevector n / (3 * n)) n := by
    have h : HasDerivAt (fun y : ℝ => (3 * π ^ 2 * y) ^ (1 / 3 : ℝ))
        (3 * π ^ 2 * 1 * (1 / 3) * (3 * π ^ 2 * n) ^ ((1 / 3 : ℝ) - 1)) n :=
      ((hasDerivAt_id' n).const_mul (3 * π ^ 2)).rpow_const (Or.inl hpos.ne')
    rw [Real.rpow_sub_one hpos.ne'] at h
    refine h.congr_deriv ?_
    unfold fermiWavevector
    generalize (3 * π ^ 2 * n) ^ (1 / 3 : ℝ) = w
    field_simp
  -- near `n` the energy density is `-(3 / 4π) n kF(n)`
  refine ((((hasDerivAt_id' n).fun_mul hk).const_mul
    (-(3 / (4 * π)))).congr_of_eventuallyEq ?_).congr_deriv ?_
  · filter_upwards [lt_mem_nhds hn] with m hm
    have hm' : 0 < fermiWavevector m := Real.rpow_pos_of_pos (by positivity) _
    change exchangeEnergyDensity m = -(3 / (4 * π)) * (m * fermiWavevector m)
    unfold exchangeEnergyDensity
    rw [slaterPotential_eq hm']
    ring
  · field_simp
    ring
```

Here `hk` is the derivative of \(k_F\). The closed form of \(e_x\) is available only at positive densities, but every density close enough to a positive \(n\) is positive, and a derivative depends only on values near the point. That is the role of `congr_of_eventuallyEq`.

## The orbital potential at the Fermi surface

As \(k\) approaches \(k_F\) from below, \(L(k/k_F)\to L(1)=0\), hence \(F(k/k_F)\to\frac12\) and
\[
V(k)\to-\frac{2k_F}{\pi}\cdot\frac12=-\frac{k_F}{\pi}.
\]

```lean
/-- As the wavenumber approaches the Fermi surface from inside, the orbital exchange
potential tends to `-kF / π`. -/
theorem orbitalExchange_tendsto {kF : ℝ} (hk : 0 < kF) :
    Tendsto (orbitalExchange kF) (𝓝[<] kF) (𝓝 (-(kF / π))) := by
  have hne : 4 * (kF / kF) ≠ 0 := by positivity
  have hl : ContinuousAt (fun k => logPart (k / kF)) kF :=
    (continuous_logPart.comp (continuous_id.div_const kF)).continuousAt
  have hd : ContinuousAt (fun k : ℝ => 4 * (k / kF)) kF :=
    (continuous_const.mul (continuous_id.div_const kF)).continuousAt
  have hc : ContinuousAt
      (fun k => -(2 * kF / π) * (1 / 2 + logPart (k / kF) / (4 * (k / kF)))) kF :=
    continuousAt_const.mul (continuousAt_const.add (hl.div hd hne))
  have hv : -(2 * kF / π) * (1 / 2 + logPart (kF / kF) / (4 * (kF / kF))) = -(kF / π) := by
    have h1 : logPart 1 = 0 := by simp [logPart]
    rw [div_self hk.ne', h1]
    ring
  rw [← hv]
  refine (hc.tendsto.mono_left nhdsWithin_le_nhds).congr' ?_
  filter_upwards [Ioo_mem_nhdsLT hk] with k hk'
  unfold orbitalExchange
  rw [hfF_eq (div_pos hk'.1 hk) ((div_lt_one hk).2 hk'.2)]
```

The proof takes the limit of the expression containing \(L\), which is continuous at \(k_F\), and transfers it to \(V\), which equals that expression for \(0<k<k_F\). The notation `𝓝[<] kF` expresses the approach from inside the Fermi sphere.

## The ratio 3/2

Comparing the three values gives, for every \(n>0\),
\[
V_S(k_F(n))=-\frac{3k_F}{2\pi}=\frac32\,e_x'(n),\qquad \lim_{k\to k_F^-}V(k)=-\frac{k_F}{\pi}=e_x'(n).
\]

```lean
/-- At every positive density Slater's averaged exchange potential is `3/2` times the
Kohn-Sham exchange potential, and the latter is the limit of the orbital exchange potential
at the Fermi surface from inside. -/
theorem slater_eq_three_halves_kohnSham {n : ℝ} (hn : 0 < n) :
    slaterPotential (fermiWavevector n) = 3 / 2 * deriv exchangeEnergyDensity n ∧
    Tendsto (orbitalExchange (fermiWavevector n)) (𝓝[<] (fermiWavevector n))
      (𝓝 (deriv exchangeEnergyDensity n)) := by
  have hk : 0 < fermiWavevector n := Real.rpow_pos_of_pos (by positivity) _
  rw [(hasDerivAt_exchangeEnergyDensity hn).deriv]
  refine ⟨?_, orbitalExchange_tendsto hk⟩
  rw [slaterPotential_eq hk]
  ring

end

end SlaterKohnShamExchange
```

The theorem takes a real number `n` with `0 < n` and has two parts. The first equates Slater's potential at the Fermi wavevector of `n` with `3 / 2 * deriv exchangeEnergyDensity n`. The second says that the orbital potential tends to the same derivative at the Fermi surface. `deriv` is a true derivative here, because the preceding `HasDerivAt` theorem establishes differentiability at every positive density. Correlation, spin polarisation and spatially varying densities do not enter the statement.

```lean
#print axioms SlaterKohnShamExchange.slater_eq_three_halves_kohnSham
```

```
'SlaterKohnShamExchange.slater_eq_three_halves_kohnSham' depends on axioms: [propext, Classical.choice, Quot.sound]
```
